# The weight a loss spectrum lacks relative to a single pole fitted to its f-sum rule and static screening

The theorem `weight_deficit` compares a loss spectrum, given as a measure μ on positive frequencies, with a single pole fitted to the same two sum rules. The spectrum is assumed to satisfy ∫ w dμ = π wp²/2 and (2/π) ∫ w⁻¹ dμ = 1 − 1/e, both integrals existing, with wp > 0 and static dielectric constant e > 1. With the fitted frequency W = wp/√(1 − 1/e) and fitted weight A = (π/2) wp √(1 − 1/e), it states that (w − W)²/w is integrable and that its integral is 2W(A − μ(ℝ)), where μ(ℝ) is the spectrum's total weight. The attempt expands the integrand as w − 2W + W² w⁻¹, integrates term by term, and finishes with the two algebraic equations that the fitted pole satisfies.

An attempt in Lean 4 with a fault in it:

```lean
import Mathlib

open MeasureTheory
open scoped Real

namespace WeightDeficit

noncomputable section

/-- The f-sum rule for a loss spectrum `μ`: its first frequency moment exists and equals
`π wp² / 2`. -/
def FSumRule (μ : Measure ℝ) (wp : ℝ) : Prop :=
  Integrable (fun w : ℝ => w) μ ∧ ∫ w, w ∂μ = π * wp ^ 2 / 2

/-- Static screening for a loss spectrum `μ` on positive frequencies: the inverse frequency
moment exists and reproduces the static dielectric constant `e ≠ 0`. -/
def StaticScreening (μ : Measure ℝ) (e : ℝ) : Prop :=
  Integrable (fun w : ℝ => w⁻¹) μ ∧ 2 / π * ∫ w, w⁻¹ ∂μ = 1 - 1 / e

/-- The fitted pole frequency `wp / √(1 - 1/e)`, for `e > 1`. -/
def poleFreq (wp e : ℝ) : ℝ := wp / √(1 - 1 / e)

/-- The fitted pole weight `(π/2) wp √(1 - 1/e)`, for `e > 1`. -/
def poleWeight (wp e : ℝ) : ℝ := π / 2 * wp * √(1 - 1 / e)

/-- For `wp > 0` and `e > 1` the fitted frequency and weight are positive and solve the two
algebraic equations of the fit. -/
theorem fit_solves {wp e : ℝ} (hwp : 0 < wp) (he : 1 < e) :
    0 < poleFreq wp e ∧ 0 < poleWeight wp e ∧
    poleWeight wp e * poleFreq wp e = π * wp ^ 2 / 2 ∧
    2 * poleWeight wp e = π * poleFreq wp e * (1 - 1 / e) := by
  have hs : 0 < 1 - 1 / e := sub_pos.2 ((div_lt_one (by linarith)).2 he)
  have hr : 0 < √(1 - 1 / e) := Real.sqrt_pos.2 hs
  have hr2 : √(1 - 1 / e) ^ 2 = 1 - 1 / e := Real.sq_sqrt hs.le
  have hpi := Real.pi_pos
  unfold poleFreq poleWeight
  generalize √(1 - 1 / e) = r at hr hr2 ⊢
  refine ⟨by positivity, by positivity, by field_simp, ?_⟩
  rw [← hr2]
  field_simp

/-- A loss spectrum on positive frequencies that obeys both sum rules has finite total
weight. -/
theorem finite_weight {μ : Measure ℝ} {wp e : ℝ} (hpos : ∀ᵐ w ∂μ, 0 < w)
    (hf : FSumRule μ wp) (hs : StaticScreening μ e) : IsFiniteMeasure μ := by
  have h1 : Integrable (fun _ : ℝ => (1 : ℝ)) μ := by
    refine (hf.1.add hs.1).mono' aestronglyMeasurable_const (hpos.mono fun w hw => ?_)
    have hv : 0 < w⁻¹ := inv_pos.2 hw
    have hwv : w * w⁻¹ = 1 := mul_inv_cancel₀ hw.ne'
    simp only [Pi.add_apply, norm_one]
    rcases le_total 1 w with h | h
    · linarith
    · nlinarith
  exact (integrable_const_iff_isFiniteMeasure one_ne_zero).1 h1

/-- For `wp > 0`, `e > 1` and a loss spectrum on positive frequencies obeying both sum rules, the
spread about the fitted frequency `W`, the integral of `(w - W)² / w`, exists and is `2 W` times the
weight missing relative to the fitted pole. -/
theorem weight_deficit {μ : Measure ℝ} {wp e : ℝ} (hwp : 0 < wp) (he : 1 < e)
    (hpos : ∀ᵐ w ∂μ, 0 < w) (hf : FSumRule μ wp) (hs : StaticScreening μ e) :
    Integrable (fun w => (w - poleFreq wp e) ^ 2 / w) μ ∧
    ∫ w, (w - poleFreq wp e) ^ 2 / w ∂μ =
      2 * poleFreq wp e * (poleWeight wp e - μ.real Set.univ) := by
  haveI := finite_weight hpos hf hs
  obtain ⟨-, -, h1, h2⟩ := fit_solves hwp he
  obtain ⟨f1, f2⟩ := hf
  obtain ⟨s1, s2⟩ := hs
  generalize poleFreq wp e = W at h1 h2 ⊢
  -- expand the square into the three moments
  have hc : (fun w => (w - W) ^ 2 / w) =ᵐ[μ] fun w => w - 2 * W + W ^ 2 * w⁻¹ :=
    hpos.mono fun w hw => by
      have hv : w⁻¹ * w = 1 := inv_mul_cancel₀ hw.ne'
      dsimp only
      rw [div_eq_iff hw.ne']
      linear_combination (-W ^ 2) * hv
  have i1 : Integrable (fun w : ℝ => w - 2 * W) μ := f1.sub (integrable_const _)
  have i2 : Integrable (fun w : ℝ => W ^ 2 * w⁻¹) μ := s1.const_mul _
  have hI : ∫ w, w⁻¹ ∂μ = π / 2 * (1 - 1 / e) := by
    rw [← s2]
    field_simp
  refine ⟨(i1.add i2).congr hc.symm, ?_⟩
  rw [integral_congr_ae hc, integral_add i1 i2, integral_sub f1 (integrable_const _),
    integral_const_mul, integral_const, f2, smul_eq_mul, hI]
  linear_combination -h1 - W / 2 * h2

end

end WeightDeficit
```

The error:

```
Main.lean:64:2: warning: Try this: 
  haveI̵

The goal is a proposition, so `have` is preferred over `haveI`.
The difference between `have` and `haveI` is that `haveI` inlines the value.
But this is not relevant for proofs because of proof irrelevance.

Note: This linter can be disabled with `set_option linter.style.haveILetI false`
Main.lean:83:57: error: Tactic `rewrite` failed: Did not find an occurrence of the pattern
  ∫ (w : ℝ), w⁻¹ ∂μ
in the target expression
  π * wp ^ 2 / 2 - 2 * (μ.real Set.univ * W) + ∫ (a : ℝ), W ^ 2 * a⁻¹ ∂μ = 2 * W * (poleWeight wp e - μ.real Set.univ)

μ : Measure ℝ
wp e : ℝ
hwp : 0 < wp
he : 1 < e
hpos : ∀ᵐ (w : ℝ) ∂μ, 0 < w
this : IsFiniteMeasure μ
f1 : Integrable (fun w => w) μ
f2 : ∫ (w : ℝ), w ∂μ = π * wp ^ 2 / 2
s1 : Integrable (fun w => w⁻¹) μ
s2 : 2 / π * ∫ (w : ℝ), w⁻¹ ∂μ = 1 - 1 / e
W : ℝ
h1 : poleWeight wp e * W = π * wp ^ 2 / 2
h2 : 2 * poleWeight wp e = π * W * (1 - 1 / e)
hc : (fun w => (w - W) ^ 2 / w) =ᵐ[μ] fun w => w - 2 * W + W ^ 2 * w⁻¹
i1 : Integrable (fun w => w - 2 * W) μ
i2 : Integrable (fun w => W ^ 2 * w⁻¹) μ
hI : ∫ (w : ℝ), w⁻¹ ∂μ = π / 2 * (1 - 1 / e)
⊢ π * wp ^ 2 / 2 - 2 * (μ.real Set.univ * W) + ∫ (a : ℝ), W ^ 2 * a⁻¹ ∂μ = 2 * W * (poleWeight wp e - μ.real Set.univ)
```

Diagnosis. The error arises because `integral_const_mul` rewrote the wrong integral. It was meant to take W² out of ∫ W² w⁻¹ dμ, but the integral of the constant `2 * W` also has the form of a constant times a function, and `rw` matched that one first. With its arguments thus fixed, the lemma took out only the 2, which is why the reported goal contains `2 * (μ.real Set.univ * W)`. The integral of `W ^ 2 * a⁻¹` stayed whole, so `hI` could not find the bare integral of `w⁻¹`.

The new `hJ` evaluates the W² term separately, where it is the only integral `integral_const_mul` can match, and `hI` then applies. In the main chain `hJ` replaces that integral by its value, and `integral_const` deals with the constant `2 * W` as a whole.

The change from `haveI` to `have` is mere tidying: it follows a style warning, which notes that the difference is irrelevant in proofs.

The change, after which it compiles:

```diff
@@ -62,5 +62,5 @@
     ∫ w, (w - poleFreq wp e) ^ 2 / w ∂μ =
       2 * poleFreq wp e * (poleWeight wp e - μ.real Set.univ) := by
-  haveI := finite_weight hpos hf hs
+  have := finite_weight hpos hf hs
   obtain ⟨-, -, h1, h2⟩ := fit_solves hwp he
   obtain ⟨f1, f2⟩ := hf
@@ -79,7 +79,9 @@
     rw [← s2]
     field_simp
+  have hJ : ∫ w, W ^ 2 * w⁻¹ ∂μ = W ^ 2 * (π / 2 * (1 - 1 / e)) := by
+    rw [integral_const_mul, hI]
   refine ⟨(i1.add i2).congr hc.symm, ?_⟩
   rw [integral_congr_ae hc, integral_add i1 i2, integral_sub f1 (integrable_const _),
-    integral_const_mul, integral_const, f2, smul_eq_mul, hI]
+    hJ, integral_const, f2, smul_eq_mul]
   linear_combination -h1 - W / 2 * h2
 
```
